# In a two-state model, resonant dipole interaction and fine structure produce a potential well one ninth as deep as the atomic splitting

Take two identical alkali atoms, one in its ground S state and one in an excited P state, so far apart that their electron clouds barely overlap. The resonant dipole interaction scales as $1/R^3$ with the internuclear distance $R$, and its sign depends on the symmetry of the molecular state. For the $0_g^-$ symmetry it attracts in the Σ configuration and repels in the Π configuration, and spin–orbit coupling mixes the two. Can the dipole interaction and this mixing together create a potential well, without any short-range repulsion?

## Position and depth of the well

Let $y=C/R^3$ be the dipole energy, with $C>0$, and let $a>0$ set the strength of the fine structure. In the Σ, Π basis the model Hamiltonian is

$$H(y)=\begin{pmatrix}-2y & \sqrt2\,a\\ \sqrt2\,a & y-a\end{pmatrix}.$$

At $y=0$ its eigenvalues are $a$ (the P$_{3/2}$ limit) and $-2a$ (the P$_{1/2}$ limit), so the atomic splitting is $3a$. Let $U(y)$ be the larger eigenvalue. Then

$$U(y)\ \ge\ \tfrac{2a}{3},\qquad\text{with equality only at } y=\tfrac{2a}{3}.$$

As a function of distance, the upper curve has its unique minimum at $R_e=\left(3C/(2a)\right)^{1/3}$ and tends to $a$ as $R\to\infty$. The well depth is therefore $a-2a/3=a/3$. The number $2a/3$ is the energy at the bottom, measured from the fine-structure centroid, and it should not be read as the depth.

## Use in a potential-curve code

A code that diagonalises this two-state Hamiltonian on a grid of distances can be checked against the exact values of $R_e$, the minimum and the limit. They also help to place the grid: if its inner edge lies outside $R_e$, the minimum is missed.

The coefficient needs care. Here $C$ is the Π coefficient, and the Σ coefficient is $2C$ in magnitude. If an input file stores the Σ value as $C_3$, then $C=C_3/2$, and using $C_3$ directly makes $R_e$ too large by a factor $2^{1/3}$.

## From the secular equation to the minimum

Write the eigenvector as $(v_0,v_1)$ and its energy as $E$. The two rows of the eigenvalue equation are

$$\sqrt2\,a\,v_1=(E+2y)\,v_0,\qquad \sqrt2\,a\,v_0=(E-y+a)\,v_1 .$$

Multiply the first by $E-y+a$ and insert the second. This gives $\left[(E+2y)(E-y+a)-2a^2\right]v_0=0$, and the same argument with the rows exchanged gives the same factor times $v_1$. Since the vector is not zero,

$$(E+2y)(E-y+a)=2a^2 .$$

Conversely, if $E$ solves this equation, then $(\sqrt2\,a,\;E+2y)$ is an eigenvector. Its normalised form is obtained by dividing by $\sqrt{2a^2+(E+2y)^2}$.

Expanding gives $E^2+(y+a)E-2y^2+2ay-2a^2=0$. The discriminant is

$$(y+a)^2+8y^2-8ay+8a^2=(3y-a)^2+8a^2,$$

so the larger root is

$$U(y)=\tfrac12\left[-(y+a)+\sqrt{(3y-a)^2+8a^2}\right].$$

The claim $U(y)\ge 2a/3$ is equivalent to $\sqrt{(3y-a)^2+8a^2}\ \ge\ y+\tfrac{7a}{3}$. It follows from completing the square:

$$(3y-a)^2+8a^2-\left(y+\tfrac{7a}{3}\right)^2=8\left(y-\tfrac{2a}{3}\right)^2\ge0 .$$

If $U(y)=2a/3$, the root equals $y+7a/3$, the difference vanishes and $y=2a/3$. Conversely, at $y=2a/3$ the radicand is $9a^2$, and $U=\tfrac12(-\tfrac{5a}{3}+3a)=\tfrac{2a}{3}$.

Solving $C/R^3=2a/3$ gives $R_e$. For positive $R$ the map $R\mapsto C/R^3$ is strictly decreasing, so no other distance has this dipole energy. As $R\to\infty$, $y\to0$ and, by continuity, $U(y)\to U(0)=\tfrac12(-a+3a)=a$.

Finding the minimum by differentiation has a trap. The condition $U'(y)=0$ reads $3(3y-a)=\sqrt{(3y-a)^2+8a^2}$, and squaring it yields $(3y-a)^2=a^2$, with solutions $y=2a/3$ and $y=0$. The second is spurious, because the left side is then $-3a<0$. It is the stationary point of the lower eigenvalue.

## The Lean file

```lean
import Mathlib

open Matrix Filter Set
open scoped Topology

namespace PurelyLongRangeWell

noncomputable section

/-- The two-state Hamiltonian with diagonal energies `-2y` and `y - a` and coupling `√2 a`,
where `y` is the dipole energy and `a` the fine-structure strength. -/
def hamiltonian (a y : ℝ) : Matrix (Fin 2) (Fin 2) ℝ :=
  !![-2 * y, √2 * a; √2 * a, y - a]

/-- `E` is an energy level: the Hamiltonian has a nonzero eigenvector with eigenvalue `E`. -/
def IsLevel (a y E : ℝ) : Prop :=
  ∃ v : Fin 2 → ℝ, v ≠ 0 ∧ hamiltonian a y *ᵥ v = E • v

/-- Closed formula for the upper adiabatic energy at dipole energy `y`. -/
def upperLevel (a y : ℝ) : ℝ :=
  (-(y + a) + √((3 * y - a) ^ 2 + 8 * a ^ 2)) / 2

/-- The upper adiabatic potential curve at internuclear distance `R > 0`, with dipole
energy `C / R ^ 3`. -/
def curve (a C R : ℝ) : ℝ := upperLevel a (C / R ^ 3)

/-- The cube root of `3C / (2a)`, for `a > 0` and `C > 0`. -/
def wellRadius (a C : ℝ) : ℝ := (3 * C / (2 * a)) ^ ((1 : ℝ) / 3)

/-- The energy levels are exactly the solutions of the secular equation. -/
theorem isLevel_iff {a : ℝ} (ha : 0 < a) (y E : ℝ) :
    IsLevel a y E ↔ (E + 2 * y) * (E - y + a) = 2 * a ^ 2 := by
  have w : √2 ^ 2 = (2 : ℝ) := Real.sq_sqrt (by norm_num)
  constructor
  · rintro ⟨v, hv, h⟩
    have h0 : -2 * y * v 0 + √2 * a * v 1 = E * v 0 := by
      simpa [hamiltonian, Matrix.mulVec, dotProduct, Fin.sum_univ_two] using congrFun h 0
    have h1 : √2 * a * v 0 + (y - a) * v 1 = E * v 1 := by
      simpa [hamiltonian, Matrix.mulVec, dotProduct, Fin.sum_univ_two] using congrFun h 1
    by_contra hne
    have p := sub_ne_zero.2 hne
    -- the secular determinant annihilates both components of the eigenvector
    have k0 : ((E + 2 * y) * (E - y + a) - 2 * a ^ 2) * v 0 = 0 := by
      linear_combination -(E - y + a) * h0 - √2 * a * h1 + a ^ 2 * v 0 * w
    have k1 : ((E + 2 * y) * (E - y + a) - 2 * a ^ 2) * v 1 = 0 := by
      linear_combination -(E + 2 * y) * h1 - √2 * a * h0 + a ^ 2 * v 1 * w
    apply hv
    funext i
    fin_cases i
    · exact (mul_eq_zero.1 k0).resolve_left p
    · exact (mul_eq_zero.1 k1).resolve_left p
  · intro h
    refine ⟨![√2 * a, E + 2 * y], ?_, ?_⟩
    · intro hv
      have h0 : √2 * a = 0 := congrFun hv 0
      have : 0 < √2 * a := by positivity
      linarith
    · funext i
      fin_cases i
      · simp only [hamiltonian, Matrix.mulVec, dotProduct, Fin.sum_univ_two]
        change -2 * y * (√2 * a) + √2 * a * (E + 2 * y) = E * (√2 * a)
        ring
      · simp only [hamiltonian, Matrix.mulVec, dotProduct, Fin.sum_univ_two]
        change √2 * a * (√2 * a) + (y - a) * (E + 2 * y) = E * (E + 2 * y)
        linear_combination a ^ 2 * w - h

/-- Without the dipole interaction the levels are `a` and `-2a`. -/
theorem atomic_levels {a : ℝ} (ha : 0 < a) (E : ℝ) :
    IsLevel a 0 E ↔ E = a ∨ E = -2 * a := by
  rw [isLevel_iff ha]
  constructor
  · intro h
    have h' : (E - a) * (E + 2 * a) = 0 := by linear_combination h
    rcases mul_eq_zero.1 h' with h1 | h1
    · left; linarith
    · right; linarith
  · rintro (h | h) <;> rw [h] <;> ring

/-- The closed formula `upperLevel` gives the largest eigenvalue of the Hamiltonian. -/
theorem upperLevel_isGreatest {a : ℝ} (ha : 0 < a) (y : ℝ) :
    IsGreatest {E | IsLevel a y E} (upperLevel a y) := by
  constructor
  · have q := Real.sq_sqrt (show 0 ≤ (3 * y - a) ^ 2 + 8 * a ^ 2 by positivity)
    refine (isLevel_iff ha y _).2 ?_
    unfold upperLevel
    linear_combination (1 / 4) * q
  · intro E hE
    have h := (isLevel_iff ha y E).1 hE
    have hsq : (2 * E + y + a) ^ 2 = (3 * y - a) ^ 2 + 8 * a ^ 2 := by
      linear_combination 4 * h
    have := (le_abs_self _).trans (Real.abs_le_sqrt hsq.le)
    unfold upperLevel
    linarith

/-- The upper level is at least `2a/3` at every dipole energy `y`, with equality exactly
at `y = 2a/3`. -/
theorem upperLevel_minimum {a : ℝ} (ha : 0 < a) (y : ℝ) :
    2 * a / 3 ≤ upperLevel a y ∧ (upperLevel a y = 2 * a / 3 ↔ y = 2 * a / 3) := by
  have q := Real.sq_sqrt (show 0 ≤ (3 * y - a) ^ 2 + 8 * a ^ 2 by positivity)
  -- the radicand exceeds a perfect square by `8 (y - 2a/3)^2`
  have hle : (y + 7 * a / 3) ^ 2 ≤ (3 * y - a) ^ 2 + 8 * a ^ 2 := by
    nlinarith [sq_nonneg (y - 2 * a / 3)]
  have hs := (le_abs_self _).trans (Real.abs_le_sqrt hle)
  refine ⟨by unfold upperLevel; linarith, ?_, ?_⟩
  · intro h
    unfold upperLevel at h
    have hr : √((3 * y - a) ^ 2 + 8 * a ^ 2) = y + 7 * a / 3 := by linarith
    rw [hr] at q
    have hz : (y - 2 * a / 3) ^ 2 = 0 := by linear_combination (-1 / 8) * q
    exact sub_eq_zero.1 (pow_eq_zero_iff (two_ne_zero) |>.1 hz)
  · intro h
    unfold upperLevel
    rw [h, show (3 * (2 * a / 3) - a) ^ 2 + 8 * a ^ 2 = (3 * a) ^ 2 by ring,
      Real.sqrt_sq (by linarith)]
    ring

/-- The well radius is positive, and the dipole energy there is `2a/3`. -/
theorem dipole_at_wellRadius {a C : ℝ} (ha : 0 < a) (hC : 0 < C) :
    0 < wellRadius a C ∧ C / wellRadius a C ^ 3 = 2 * a / 3 := by
  have hx : 0 < 3 * C / (2 * a) := by positivity
  have hcube : wellRadius a C ^ 3 = 3 * C / (2 * a) := by
    unfold wellRadius
    rw [← Real.rpow_natCast, ← Real.rpow_mul hx.le]
    norm_num
  refine ⟨Real.rpow_pos_of_pos hx _, ?_⟩
  rw [hcube]
  field_simp

/-- The purely long-range well: the upper curve takes the value `2a/3` at the well radius,
is strictly higher at every other distance, and tends to `a` at large distance. -/
theorem purely_long_range_well {a C : ℝ} (ha : 0 < a) (hC : 0 < C) :
    curve a C (wellRadius a C) = 2 * a / 3 ∧
      (∀ R, 0 < R → R ≠ wellRadius a C → curve a C (wellRadius a C) < curve a C R) ∧
      Tendsto (curve a C) atTop (𝓝 a) := by
  obtain ⟨hpos, hdip⟩ := dipole_at_wellRadius ha hC
  have hval : curve a C (wellRadius a C) = 2 * a / 3 :=
    (upperLevel_minimum ha _).2.2 hdip
  refine ⟨hval, ?_, ?_⟩
  · intro R hR hne
    rw [hval]
    refine lt_of_le_of_ne (upperLevel_minimum ha _).1 fun h => hne ?_
    -- equal dipole energies force equal distances
    have hy : C / R ^ 3 = C / wellRadius a C ^ 3 :=
      ((upperLevel_minimum ha _).2.1 h.symm).trans hdip.symm
    rcases lt_trichotomy R (wellRadius a C) with hlt | heq | hgt
    · have : C / wellRadius a C ^ 3 < C / R ^ 3 := by gcongr
      linarith
    · exact heq
    · have : C / R ^ 3 < C / wellRadius a C ^ 3 := by gcongr
      linarith
  · have hcont : Continuous (upperLevel a) := by
      unfold upperLevel
      fun_prop
    have h0 : upperLevel a 0 = a := by
      unfold upperLevel
      rw [show (3 * 0 - a) ^ 2 + 8 * a ^ 2 = (3 * a) ^ 2 by ring,
        Real.sqrt_sq (by linarith)]
      ring
    have hlim : Tendsto (fun R : ℝ => C / R ^ 3) atTop (𝓝 0) :=
      tendsto_const_nhds.div_atTop (tendsto_pow_atTop (by norm_num))
    have h := (hcont.tendsto 0).comp hlim
    rw [h0] at h
    exact h

end

end PurelyLongRangeWell
```

```lean
#print axioms PurelyLongRangeWell.atomic_levels
-- 'PurelyLongRangeWell.atomic_levels' depends on axioms: [propext, Classical.choice, Quot.sound]
#print axioms PurelyLongRangeWell.upperLevel_isGreatest
-- 'PurelyLongRangeWell.upperLevel_isGreatest' depends on axioms: [propext, Classical.choice, Quot.sound]
#print axioms PurelyLongRangeWell.dipole_at_wellRadius
-- 'PurelyLongRangeWell.dipole_at_wellRadius' depends on axioms: [propext, Classical.choice, Quot.sound]
#print axioms PurelyLongRangeWell.purely_long_range_well
-- 'PurelyLongRangeWell.purely_long_range_well' depends on axioms: [propext, Classical.choice, Quot.sound]
```

## How the Lean statements and proofs follow the physics

`hamiltonian a y` is the matrix above, with real entries. `IsLevel a y E` says that a nonzero real vector satisfies the eigenvalue equation; since the matrix is real and symmetric, real vectors suffice. `upperLevel` is the closed formula for $U$, `curve a C R` evaluates it at $C/R^3$, and `wellRadius a C` is $R_e$.

Every theorem in the file assumes `0 < a`, and the last two also assume `0 < C`; the docstrings do not repeat this. The final theorem, `purely_long_range_well`, states that the curve equals $2a/3$ at `wellRadius a C`, that it is strictly higher at every other $R>0$, and that it tends to $a$ as $R\to\infty$. It speaks of the closed formula; `upperLevel_isGreatest` identifies that formula with the largest eigenvalue.

The proofs follow the derivation:

- `isLevel_iff` is the secular equation. The facts `k0` and `k1` say that the secular factor annihilates both components, and the converse supplies the explicit eigenvector.
- `atomic_levels` factors the equation at $y=0$ as $(E-a)(E+2a)=0$, which fixes the splitting at $3a$.
- `upperLevel_isGreatest` checks that the formula solves the secular equation. It then rewrites the equation for any level as $(2E+y+a)^2=(3y-a)^2+8a^2$, which bounds $E$ by the formula.
- `upperLevel_minimum` contains the completed square. `nlinarith` receives the square of $y-2a/3$ as a hint, and `Real.abs_le_sqrt` turns the inequality of squares into one for the root.
- `dipole_at_wellRadius` cubes the cube root to obtain the dipole energy $2a/3$.
- `purely_long_range_well` combines these facts. Comparing $R$ with $R_e$ by `lt_trichotomy` gives uniqueness, and continuity of `upperLevel a` gives the limit.

## A global minimum for positive fine structure, within a pure dipole model

The minimum and its uniqueness are exact for all positive $a$ and $C$. The sign of $a$ matters. For $a=-1$ the larger eigenvalue is $\tfrac12\left[1-y+\sqrt{(3y+1)^2+8}\right]$. Because $(3y+1)^2+8-(y+3)^2=8y^2$, it is at least $2$ for $y\ge0$, with equality only at $y=0$. With $C>0$ the curve then lies above its limit at every finite distance and has no minimum there. An inverted fine structure therefore destroys the well.

A unique global minimum does not by itself exclude further, higher local minima. The strict convexity of $U$ in $y$ does exclude them: $U''(y)=36a^2/\left[(3y-a)^2+8a^2\right]^{3/2}>0$, and the strictly monotone change of variable from $y$ to $R$ creates no new local minima. This argument is made here by hand and is not part of the file.

The two-state Hamiltonian is an input to the proof. The $-2:1$ ratio of the diagonal dipole energies stands for the angular dependence of the dipole interaction in the Σ and Π configurations, and the constant $a$ stands for an atomic spin–orbit coupling unchanged by the neighbouring atom. Van der Waals terms, exchange, retardation, hyperfine structure and molecular rotation are absent. The theorem also concerns only the potential curve, so it gives no vibrational levels and no error estimate for a real molecule.
